# Unnormalised Thouless orbitals: overlap determinant at least $1+\sum|t_{ai}|^2$, with rotation angles read from the density matrix

Take an orthonormal set of spin orbitals, divided into occupied and virtual ones. Build a Slater determinant from the occupied orbitals and mix into each of them some amount of the virtual orbitals. The new orbitals are in general neither normalised nor mutually orthogonal. Could a large or unlucky mixture make them linearly dependent, so that the determinant vanishes? And how far has the occupied space turned away from the original one?

Write $t_{ai}$ for the amount of virtual orbital $a$ added to occupied orbital $i$, and stack the coefficients as $C=\begin{pmatrix}1\\t\end{pmatrix}$. The overlap matrix $S=C^\dagger C$ answers the first question and the density matrix $P=CS^{-1}C^\dagger$ the second. Thouless's theorem says that every determinant not orthogonal to the reference can be brought to this form, up to a constant factor; here the form is the starting point.

## Orbitals, overlap and density matrix

```lean
import Mathlib

open Matrix

namespace ThoulessRotation

noncomputable section

variable {o v : Type*} [Fintype o] [DecidableEq o] [Fintype v]
```

The types `o` and `v` are the sets of occupied and virtual labels. Both are finite and otherwise arbitrary, and either may be empty.

```lean
/-- The unnormalised Thouless orbitals `C = [1; t]`: each occupied orbital plus an admixture
`t` of virtual orbitals. -/
def orbitals (t : Matrix v o ℂ) : Matrix (o ⊕ v) o ℂ := Matrix.fromRows 1 t
```

A `def` introduces a name. `Matrix v o ℂ` is a complex matrix with rows labelled by `v` and columns by `o`, so `t a i` is $t_{ai}$. The row labels `o ⊕ v` of $C$ are the occupied labels together with the virtual ones, and `fromRows 1 t` puts the identity above $t$.

```lean
/-- The overlap matrix `Cᴴ C` of the Thouless orbitals. -/
def overlap (t : Matrix v o ℂ) : Matrix o o ℂ := (orbitals t)ᴴ * orbitals t
```

This is $S=C^\dagger C$, where `ᴴ` is the conjugate transpose. No atomic-orbital metric appears between the factors, which fixes the convention that the underlying basis is orthonormal.

```lean
/-- The one-particle density matrix `P = C (Cᴴ C)⁻¹ Cᴴ` of the rotated determinant. -/
def density (t : Matrix v o ℂ) : Matrix (o ⊕ v) (o ⊕ v) ℂ :=
  orbitals t * (overlap t)⁻¹ * (orbitals t)ᴴ
```

This is $P=CS^{-1}C^\dagger$. The inverse compensates for the lack of orthonormality in the columns of $C$. That $S$ is invertible is proved further down.

```lean
/-- The block of the density matrix between the original occupied orbitals. -/
def occupiedBlock (t : Matrix v o ℂ) : Matrix o o ℂ := (density t).toBlocks₁₁
```

`toBlocks₁₁` selects the upper left block of $P$, whose rows and columns both carry original occupied labels. Call it $P_{oo}$.

```lean
/-- The sum of the squared moduli of all amplitudes. -/
def singlesWeight (t : Matrix v o ℂ) : ℝ := ∑ a, ∑ i, ‖t a i‖ ^ 2
```

The singles weight is $w=\sum_{a,i}|t_{ai}|^2$, a real number. It belongs to the unnormalised determinant, so it is not a probability and can exceed one.

## The overlap matrix is $1+t^\dagger t$

```lean
/-- The overlap matrix of the Thouless orbitals is `1 + tᴴ t`. -/
theorem overlap_eq (t : Matrix v o ℂ) : overlap t = 1 + tᴴ * t := by
  unfold overlap orbitals
  rw [conjTranspose_fromRows_eq_fromCols_conjTranspose, fromCols_mul_fromRows,
    conjTranspose_one, one_mul]
```

A `theorem` has a statement before `:=` and a proof after it. By hand, the proof is one block multiplication:

$$S=\begin{pmatrix}1&t^\dagger\end{pmatrix}\begin{pmatrix}1\\t\end{pmatrix}=1+t^\dagger t .$$

The command `rw` rewrites the goal with known identities, here the block rules for the conjugate transpose and the product.

```lean
private lemma star_dot_self {n : Type*} [Fintype n] (y : n → ℂ) :
    star y ⬝ᵥ y = ((∑ i, Complex.normSq (y i) : ℝ) : ℂ) := by
  simp only [dotProduct, Pi.star_apply, Complex.ofReal_sum]
  refine Finset.sum_congr rfl fun i _ => ?_
  rw [Complex.normSq_eq_conj_mul_self]
  rfl
```

For a complex vector $y$ this auxiliary lemma says $y^\dagger y=\sum_i|y_i|^2$. The symbol `⬝ᵥ` is the dot product without conjugation, so `star` supplies the conjugate. The outer `( … : ℂ)` regards the real sum as a complex number.

```lean
omit [DecidableEq o] in
/-- A real eigenvalue of `tᴴ t` is nonnegative. -/
theorem eigenvalue_nonneg (t : Matrix v o ℂ) {x : o → ℂ} {μ : ℝ} (hx : x ≠ 0)
    (h : (tᴴ * t) *ᵥ x = (μ : ℂ) • x) : 0 ≤ μ := by
  -- the expectation value of `tᴴ t` is the squared length of `t x`
  have h1 : star (t *ᵥ x) ⬝ᵥ (t *ᵥ x) = (μ : ℂ) * (star x ⬝ᵥ x) := by
    rw [Matrix.star_mulVec, ← Matrix.dotProduct_mulVec, Matrix.mulVec_mulVec, h,
      dotProduct_smul, smul_eq_mul]
  rw [star_dot_self, star_dot_self] at h1
  have h2 : ∑ a, Complex.normSq ((t *ᵥ x) a) = μ * ∑ i, Complex.normSq (x i) := by
    exact_mod_cast h1
  obtain ⟨i, hi⟩ := Function.ne_iff.mp hx
  have hpos : 0 < ∑ i, Complex.normSq (x i) :=
    Finset.sum_pos' (fun i _ => Complex.normSq_nonneg _)
      ⟨i, Finset.mem_univ i, Complex.normSq_pos.mpr hi⟩
  have hnn : 0 ≤ ∑ a, Complex.normSq ((t *ᵥ x) a) :=
    Finset.sum_nonneg fun a _ => Complex.normSq_nonneg _
  by_contra hneg
  have := mul_neg_of_neg_of_pos (not_le.mp hneg) hpos
  linarith
```

Suppose $t^\dagger t\,x=\mu x$ with $x\neq0$ and $\mu$ real. In Lean, `*ᵥ` applies a matrix to a vector and `•` multiplies by a scalar. Taking the product with $x^\dagger$ gives

$$\sum_a|(tx)_a|^2=x^\dagger t^\dagger t\,x=\mu\sum_i|x_i|^2 .$$

The left side is nonnegative and the sum on the right is positive, so $\mu\ge0$. The equation is `h1`, its real form is `h2`, and `hpos` and `hnn` are the two signs.

## A lower bound on the determinant

```lean
private lemma one_add_sum_le_prod {n : Type*} (s : Finset n) (x : n → ℝ)
    (hx : ∀ i, 0 ≤ x i) : 1 + ∑ i ∈ s, x i ≤ ∏ i ∈ s, (1 + x i) := by
  classical
  induction s using Finset.induction_on with
  | empty => simp
  | insert a s ha ih =>
    rw [Finset.sum_insert ha, Finset.prod_insert ha]
    have h1 : 0 ≤ 1 + x a := by linarith [hx a]
    have h2 := mul_le_mul_of_nonneg_left ih h1
    have h3 := mul_nonneg (hx a) (Finset.sum_nonneg fun i (_ : i ∈ s) => hx i)
    nlinarith
```

For nonnegative numbers $x_i$,

$$1+\sum_i x_i\le\prod_i(1+x_i).$$

The proof is by induction on the number of factors. The empty case reads $1\le1$. If the inequality holds for a set $s$, adding an element $a$ gives

$$(1+x_a)\prod_{i\in s}(1+x_i)\ge(1+x_a)\Bigl(1+\sum_{i\in s}x_i\Bigr)\ge1+x_a+\sum_{i\in s}x_i ,$$

because the discarded term $x_a\sum_{i\in s} x_i$ is nonnegative. In the code, `h2` is the first inequality and `h3` the sign of the discarded term.

```lean
omit [DecidableEq o] in
private lemma trace_eq (t : Matrix v o ℂ) :
    (tᴴ * t).trace = ((singlesWeight t : ℝ) : ℂ) := by
  unfold singlesWeight
  rw [Finset.sum_comm]
  simp only [Matrix.trace, Matrix.diag_apply, Matrix.mul_apply, Matrix.conjTranspose_apply,
    Complex.ofReal_sum]
  refine Finset.sum_congr rfl fun i _ => Finset.sum_congr rfl fun a _ => ?_
  rw [← Complex.normSq_eq_norm_sq, Complex.normSq_eq_conj_mul_self]
  rfl
```

The trace of $t^\dagger t$ is the singles weight:

$$\operatorname{tr}(t^\dagger t)=\sum_i\sum_a t_{ai}^*t_{ai}=w .$$

```lean
/-- The overlap determinant of the Thouless orbitals is real and at least one plus the sum of
the squared moduli of the amplitudes. -/
theorem overlap_det_bound (t : Matrix v o ℂ) :
    (overlap t).det.im = 0 ∧ 1 + singlesWeight t ≤ (overlap t).det.re := by
  have hS : (overlap t).IsHermitian := Matrix.isHermitian_conjTranspose_mul_self _
  have e : tᴴ * t = overlap t - 1 := by rw [overlap_eq]; abel
  -- every eigenvalue of the overlap is at least one
  have hμ : ∀ j, 0 ≤ hS.eigenvalues j - 1 := by
    intro j
    apply eigenvalue_nonneg t (x := (hS.eigenvectorBasis j).ofLp)
    · intro h0
      exact hS.eigenvectorBasis.orthonormal.ne_zero j (by ext i; exact congrFun h0 i)
    · have h := hS.mulVec_eigenvectorBasis j
      rw [e, Matrix.sub_mulVec, Matrix.one_mulVec, h]
      ext i
      simp only [Pi.sub_apply, Pi.smul_apply, Complex.real_smul, smul_eq_mul,
        Complex.ofReal_sub, Complex.ofReal_one]
      ring
  have hdet : (overlap t).det = ((∏ j, hS.eigenvalues j : ℝ) : ℂ) := by
    rw [Complex.ofReal_prod]
    exact hS.det_eq_prod_eigenvalues
  have htr : (overlap t).trace = ((∑ j, hS.eigenvalues j : ℝ) : ℂ) := by
    rw [Complex.ofReal_sum]
    exact hS.trace_eq_sum_eigenvalues
  -- the trace identifies the sum of the excess eigenvalues
  have hw : ∑ j, (hS.eigenvalues j - 1) = singlesWeight t := by
    apply Complex.ofReal_injective
    rw [← trace_eq, e, Matrix.trace_sub, htr, Matrix.trace_one]
    simp [Finset.sum_sub_distrib]
  have hp := one_add_sum_le_prod Finset.univ (fun j => hS.eigenvalues j - 1) hμ
  simp only [add_sub_cancel] at hp
  rw [hw] at hp
  rw [hdet]
  exact ⟨Complex.ofReal_im _, by rw [Complex.ofReal_re]; exact hp⟩
```

The statement has two parts joined by `∧`, "and": $\det S$ has zero imaginary part, and its real part is at least $1+w$. In particular $\det S\ge1$.

By hand, let $\lambda_j$ be the eigenvalues of the Hermitian matrix $S$. An eigenvector of $S$ with eigenvalue $\lambda_j$ is an eigenvector of $t^\dagger t=S-1$ with eigenvalue $\lambda_j-1$, which is therefore nonnegative. The trace gives $\sum_j(\lambda_j-1)=\operatorname{tr}(t^\dagger t)=w$. Hence

$$\det S=\prod_j\bigl(1+(\lambda_j-1)\bigr)\ge1+\sum_j(\lambda_j-1)=1+w .$$

The proof turns on the way Mathlib packages the spectral theorem. The line `hS` records that $S$ is Hermitian, and from that proof alone Mathlib supplies two objects. `hS.eigenvalues` is a list of real numbers labelled by `o`, with repetitions according to multiplicity, and `hS.eigenvectorBasis` is a matching orthonormal basis of eigenvectors. The eigenvalues are real by their type, so once `hdet` has written $\det S$ as their product, the vanishing of the imaginary part is immediate. The basis vectors are nonzero because they are orthonormal, which is what the lemma on nonnegative eigenvalues needs in `hμ`. The steps `htr` and `hw` carry out the trace argument.

For one occupied and one virtual orbital, $\det S=1+|t|^2$ and the bound is an equality.

```lean
omit [DecidableEq o] in
private lemma singlesWeight_nonneg (t : Matrix v o ℂ) : 0 ≤ singlesWeight t :=
  Finset.sum_nonneg fun _ _ => Finset.sum_nonneg fun _ _ => sq_nonneg _
```

The singles weight is a sum of squares, so $w\ge0$.

```lean
/-- The overlap determinant equals one exactly when all amplitudes vanish. -/
theorem overlap_det_eq_one_iff (t : Matrix v o ℂ) : (overlap t).det = 1 ↔ t = 0 := by
  constructor
  · intro h
    have hb := (overlap_det_bound t).2
    rw [h, Complex.one_re] at hb
    ext a i
    have h1 : ‖t a i‖ ^ 2 ≤ ∑ j, ‖t a j‖ ^ 2 :=
      Finset.single_le_sum (f := fun j => ‖t a j‖ ^ 2) (fun _ _ => sq_nonneg _)
        (Finset.mem_univ i)
    have h2 : ∑ j, ‖t a j‖ ^ 2 ≤ singlesWeight t :=
      Finset.single_le_sum (f := fun b => ∑ j, ‖t b j‖ ^ 2)
        (fun _ _ => Finset.sum_nonneg fun _ _ => sq_nonneg _) (Finset.mem_univ a)
    have h3 : ‖t a i‖ ^ 2 = 0 := le_antisymm (by linarith) (sq_nonneg _)
    exact norm_eq_zero.mp (pow_eq_zero_iff two_ne_zero |>.mp h3)
  · rintro rfl
    rw [overlap_eq]
    simp
```

The symbol `↔` means "if and only if": $\det S=1$ exactly when $t=0$. If $\det S=1$, the bound gives $1+w\le1$, so $w\le0$. Each $|t_{ai}|^2$ is at most its row sum (`h1`), which is at most $w$ (`h2`), so every amplitude vanishes. Conversely, $t=0$ gives $S=1$.

```lean
private lemma isUnit_det (t : Matrix v o ℂ) : IsUnit (overlap t).det := by
  rw [isUnit_iff_ne_zero]
  intro h
  have hb := (overlap_det_bound t).2
  rw [h, Complex.zero_re] at hb
  linarith [singlesWeight_nonneg t]
```

If $\det S$ were zero, the bound would read $1+w\le0$, against $w\ge0$. So $S$ is invertible, and the columns of $C$ are linearly independent for every $t$. For a Hartree–Fock calculation that parametrises a single determinant by $t$ in a finite orthonormal basis, the inverse in $P$ therefore exists in exact arithmetic, however large the amplitudes.

## What remains of the original occupied space

```lean
/-- The occupied block of the density matrix is the inverse of the orbital overlap. -/
theorem occupiedBlock_eq (t : Matrix v o ℂ) : occupiedBlock t = (overlap t)⁻¹ := by
  unfold occupiedBlock density orbitals
  rw [conjTranspose_fromRows_eq_fromCols_conjTranspose, fromRows_mul, fromRows_mul_fromCols,
    toBlocks_fromBlocks₁₁, conjTranspose_one, one_mul, mul_one]
```

Multiplying out the density matrix in blocks gives

$$P=\begin{pmatrix}1\\t\end{pmatrix}S^{-1}\begin{pmatrix}1&t^\dagger\end{pmatrix}=\begin{pmatrix}S^{-1}&S^{-1}t^\dagger\\tS^{-1}&tS^{-1}t^\dagger\end{pmatrix},$$

and the upper left block is $P_{oo}=S^{-1}$. The Lean proof performs the same multiplication and selects that block.

```lean
/-- The determinant of the occupied block has modulus at most `1 / (1 + ∑ |t|²)`. -/
theorem norm_det_occupiedBlock_le (t : Matrix v o ℂ) :
    ‖(occupiedBlock t).det‖ ≤ 1 / (1 + singlesWeight t) := by
  rw [occupiedBlock_eq, Matrix.det_nonsing_inv, Ring.inverse_eq_inv', norm_inv, ← one_div]
  exact one_div_le_one_div_of_le (by linarith [singlesWeight_nonneg t])
    ((overlap_det_bound t).2.trans (Complex.re_le_norm _))
```

Since $\det P_{oo}=1/\det S$ and $|\det S|\ge\operatorname{Re}\det S\ge1+w$,

$$|\det P_{oo}|\le\frac1{1+w}.$$

The physical reading needs the many-electron states, which the code does not define. The rotated determinant built from $C$ has overlap 1 with the reference and squared norm $\det S$. After normalisation, the weight of the reference in it is $1/\det S=\det P_{oo}$, so this weight is at most $1/(1+w)$.

## Rotation angles

```lean
/-- For `cos a ≠ 0`, the occupied block of the density matrix multiplies `x` by `cos² a`
exactly when `tᴴ t` multiplies `x` by `tan² a`. -/
theorem occupiedBlock_cos_sq_iff (t : Matrix v o ℂ) (x : o → ℂ) {a : ℝ}
    (ha : Real.cos a ≠ 0) :
    occupiedBlock t *ᵥ x = ((Real.cos a ^ 2 : ℝ) : ℂ) • x ↔
      (tᴴ * t) *ᵥ x = ((Real.tan a ^ 2 : ℝ) : ℂ) • x := by
  have hR : Real.cos a ^ 2 * (1 + Real.tan a ^ 2) = 1 := by
    rw [← Real.inv_one_add_tan_sq ha]
    exact inv_mul_cancel₀ (by positivity)
  have hT : ((Real.cos a ^ 2 : ℝ) : ℂ) * (1 + ((Real.tan a ^ 2 : ℝ) : ℂ)) = 1 := by
    rw [← Complex.ofReal_one, ← Complex.ofReal_add, ← Complex.ofReal_mul, hR]
  generalize ((Real.cos a ^ 2 : ℝ) : ℂ) = c at *
  generalize ((Real.tan a ^ 2 : ℝ) : ℂ) = T at *
  have hSx : overlap t *ᵥ x = x + (tᴴ * t) *ᵥ x := by
    rw [overlap_eq, Matrix.add_mulVec, Matrix.one_mulVec]
  rw [occupiedBlock_eq]
  constructor
  · intro h
    -- multiply by the overlap to remove the inverse
    have h1 : x = c • (overlap t *ᵥ x) := by
      rw [← Matrix.mulVec_smul, ← h, Matrix.mulVec_mulVec,
        Matrix.mul_nonsing_inv _ (isUnit_det t), Matrix.one_mulVec]
    rw [hSx] at h1
    ext i
    have h2 := congrFun h1 i
    simp only [Pi.smul_apply, Pi.add_apply, smul_eq_mul] at h2 ⊢
    linear_combination (-(1 + T)) * h2 - (x i + ((tᴴ * t) *ᵥ x) i) * hT
  · intro h
    have h1 : c • (overlap t *ᵥ x) = x := by
      rw [hSx, h]
      ext i
      simp only [Pi.smul_apply, Pi.add_apply, smul_eq_mul]
      linear_combination x i * hT
    calc (overlap t)⁻¹ *ᵥ x = (overlap t)⁻¹ *ᵥ (c • (overlap t *ᵥ x)) := by rw [h1]
      _ = c • x := by
        rw [Matrix.mulVec_smul, Matrix.mulVec_mulVec,
          Matrix.nonsing_inv_mul _ (isUnit_det t), Matrix.one_mulVec]
```

From here on, `a` is a real angle and no longer a virtual label. For $\cos a\neq0$ and any vector $x$,

$$P_{oo}\,x=\cos^2\!a\;x\quad\Longleftrightarrow\quad t^\dagger t\,x=\tan^2\!a\;x .$$

For $x\neq0$ these are two eigenvalue equations with the same eigenvector. The condition $\cos a\neq0$ excludes a rotation by a right angle, where the tangent diverges: an orbital turned entirely into the virtual space would need an infinite amplitude.

Write $c=\cos^2a$ and $T=\tan^2a$. The only trigonometry needed is $c(1+T)=1$.

- From left to right, apply $S$ to $S^{-1}x=cx$. This gives $x=c\,Sx=c\,(x+t^\dagger t\,x)$. Multiplying by $1+T$ yields $(1+T)x=x+t^\dagger t\,x$, hence $t^\dagger t\,x=Tx$.
- From right to left, $c\,Sx=c(1+T)x=x$. Applying $S^{-1}$ gives $cx=S^{-1}x$.

The code proves $c(1+T)=1$ as `hT`, and the two `generalize` lines then replace the trigonometric expressions by the plain letters `c` and `T`. In each direction `linear_combination` checks the remaining algebra component by component, and `isUnit_det` permits the cancellation of $S$ against its inverse.

```lean
/-- Every eigenvector of `tᴴ t` with real eigenvalue `μ` has an angle `a` in `[0, π/2)` with
`μ = tan² a`, and the occupied block of the density matrix multiplies it by `cos² a`. -/
theorem exists_rotation_angle (t : Matrix v o ℂ) {x : o → ℂ} {μ : ℝ} (hx : x ≠ 0)
    (h : (tᴴ * t) *ᵥ x = (μ : ℂ) • x) :
    ∃ a : ℝ, 0 ≤ a ∧ a < Real.pi / 2 ∧ μ = Real.tan a ^ 2 ∧
      occupiedBlock t *ᵥ x = ((Real.cos a ^ 2 : ℝ) : ℂ) • x := by
  have hμ : μ = Real.tan (Real.arctan (Real.sqrt μ)) ^ 2 := by
    rw [Real.tan_arctan, Real.sq_sqrt (eigenvalue_nonneg t hx h)]
  refine ⟨Real.arctan (Real.sqrt μ), ?_, Real.arctan_lt_pi_div_two _, hμ, ?_⟩
  · rw [← Real.arctan_zero]
    exact Real.arctan_strictMono.monotone (Real.sqrt_nonneg μ)
  · rw [occupiedBlock_cos_sq_iff t x (Real.cos_arctan_pos _).ne', ← hμ]
    exact h

end

end ThoulessRotation
```

The symbol `∃` means "there exists". Every eigenvector $x\neq0$ of $t^\dagger t$ with real eigenvalue $\mu$ has an angle $a$ with $0\le a<\pi/2$ and $\mu=\tan^2a$, and $P_{oo}$ multiplies that eigenvector by $\cos^2a$. The hypothesis that $\mu$ is real costs nothing, since $t^\dagger t$ is Hermitian.

By hand, $\mu\ge0$ allows the choice $a=\arctan\sqrt\mu$. This lies in the stated range and has $\tan^2a=\mu$. Its cosine is positive, so the preceding equivalence applies. The proof supplies exactly this angle and checks the four requirements in turn.

With one occupied and one virtual orbital, $|t|=\tan a$, and the normalised rotated orbital has a component of modulus $\cos a$ along the original one. The entry $P_{oo}=\cos^2a$ is the squared modulus of that component. With several occupied orbitals, the angles that belong to an orthonormal eigenbasis of $t^\dagger t$ are the principal angles between the original and the rotated occupied space.

```lean
#print axioms ThoulessRotation.overlap_det_bound
#print axioms ThoulessRotation.overlap_det_eq_one_iff
#print axioms ThoulessRotation.norm_det_occupiedBlock_le
#print axioms ThoulessRotation.exists_rotation_angle
```

```
'ThoulessRotation.overlap_det_bound' depends on axioms: [propext, Classical.choice, Quot.sound]
'ThoulessRotation.overlap_det_eq_one_iff' depends on axioms: [propext, Classical.choice, Quot.sound]
'ThoulessRotation.norm_det_occupiedBlock_le' depends on axioms: [propext, Classical.choice, Quot.sound]
'ThoulessRotation.exists_rotation_angle' depends on axioms: [propext, Classical.choice, Quot.sound]
```
